# A uniform N-point mesh over a one-dimensional zone integrates Fourier sums with |m| < N exactly, whatever the shift

## Does the shift of a k-mesh matter?

Take two k-points half a zone apart, at s/2 and (s+1)/2, with k measured in units of the zone length. On exp(2πi k) they give exp(πi s) and −exp(πi s). The average is zero, which is also the integral over the zone, and the shift s plays no role. On exp(4πi k) both points give exp(2πi s), so the average has modulus one while the integral is still zero.

I expect the same pattern for N points: if g(k) contains only harmonics exp(2πi m k) with |m| < N, the average over (r+s)/N, r = 0, ..., N−1, should equal the integral of g over [0,1] for every real s. Can this be made rigorous and machine-checked? And could better-placed points or unequal weights reach further?

## Only nonzero multiples of N are integrated wrongly

The pattern holds for every N ≥ 1, and no rule with N points integrates all harmonics with |m| ≤ N.

Write e_m(k) = exp(2πi m k) for integer m. Its integral over [0,1] is 1 for m = 0. For m ≠ 0 it is

(exp(2πi m) − 1) / (2πi m) = 0.

On the mesh, the harmonic is a geometric progression:

e_m((r+s)/N) = e_m(s/N) ω^r, with ω = exp(2πi m/N).

The factor ω is 1 exactly when N divides m. In that case all N values agree, and their average is e_m(s/N). Otherwise

(1 − ω)(1 + ω + ... + ω^(N−1)) = 1 − ω^N = 1 − exp(2πi m) = 0,

and since 1 − ω ≠ 0, the sum of the powers vanishes, and the average with it.

Now let g = Σ c_m e_m, with m running over a finite set S of integers. Average and integral are both linear, and they agree on m = 0, so

average − integral = Σ c_m e_m(s/N), over the nonzero m in S divisible by N.

A nonzero multiple of N has |m| ≥ N. If S is the range |m| < N, the right-hand side is therefore empty, and average and integral both equal c_0.

For the limit on other rules, take any nodes x_j and complex weights w_j, j = 0, ..., N−1. Put z_j = exp(2πi x_j) and expand, with i in p_i, z^i and e_{i−N} denoting a summation index and not the imaginary unit,

P(z) = Π (z − z_j) = Σ p_i z^i, i = 0, ..., N, with p_N = 1.

The function

h(k) = e_{−N}(k) P(exp(2πi k)) = Σ p_i e_{i−N}(k)

contains only harmonics from −N to 0. It vanishes at every node, so the rule gives 0. Its integral is the coefficient of e_0, which is p_N = 1. The rule must therefore fail on at least one of these harmonics.

Here is the complete Lean file.

```lean
import Mathlib

open Finset

namespace ShiftedMeshExactness

noncomputable section

/-- The lattice harmonic `exp(2πi m k)` at reduced wave number `k`. -/
def phase (m : ℤ) (k : ℝ) : ℂ :=
  Complex.exp (2 * Real.pi * Complex.I * m * k)

/-- The finite Fourier sum with harmonics in `S` and complex coefficients `c`. -/
def trigPoly (S : Finset ℤ) (c : ℤ → ℂ) (k : ℝ) : ℂ :=
  ∑ m ∈ S, c m * phase m k

/-- The equal-weight average of `g` over the shifted mesh `(r + s)/N`, `r = 0, ..., N - 1`,
for `N ≥ 1`. -/
def meshAverage (N : ℕ) (s : ℝ) (g : ℝ → ℂ) : ℂ :=
  (N : ℂ)⁻¹ * ∑ r ∈ range N, g (((r : ℝ) + s) / N)

/-- The integral of a harmonic over the zone is one for `m = 0` and zero otherwise. -/
theorem integral_phase (m : ℤ) :
    ∫ k in (0 : ℝ)..1, phase m k = if m = 0 then 1 else 0 := by
  split_ifs with h
  · simp [phase, h]
  · have hc : 2 * (Real.pi : ℂ) * Complex.I * m ≠ 0 :=
      mul_ne_zero Complex.two_pi_I_ne_zero (Int.cast_ne_zero.2 h)
    have h1 : Complex.exp (2 * (Real.pi : ℂ) * Complex.I * m) = 1 :=
      Complex.exp_eq_one_iff.2 ⟨m, by ring⟩
    simp only [phase]
    rw [integral_exp_mul_complex hc]
    simp [h1]

/-- The phase factor between neighbouring mesh points is one exactly when `N` divides `m`. -/
theorem phase_step_eq_one_iff {N : ℕ} (hN : 1 ≤ N) (m : ℤ) :
    phase m (1 / (N : ℝ)) = 1 ↔ (N : ℤ) ∣ m := by
  have hc : (N : ℂ) * (1 / (N : ℂ)) = 1 :=
    mul_one_div_cancel (Nat.cast_ne_zero.2 (by omega))
  unfold phase
  rw [Complex.exp_eq_one_iff]
  constructor
  · rintro ⟨n, hn⟩
    refine ⟨n, ?_⟩
    push_cast at hn
    have h : (m : ℂ) = N * n := by
      apply mul_left_cancel₀ Complex.two_pi_I_ne_zero
      linear_combination (N : ℂ) * hn - (2 * Real.pi * Complex.I * m) * hc
    exact_mod_cast h
  · rintro ⟨n, rfl⟩
    refine ⟨n, ?_⟩
    push_cast
    linear_combination (2 * Real.pi * Complex.I * n) * hc

/-- The mesh average of a harmonic is its value at the first mesh point `s/N` if `N` divides
`m`, and zero otherwise. -/
theorem meshAverage_phase {N : ℕ} (hN : 1 ≤ N) (s : ℝ) (m : ℤ) :
    meshAverage N s (phase m) = if (N : ℤ) ∣ m then phase m (s / N) else 0 := by
  have hN0 : (N : ℂ) ≠ 0 := Nat.cast_ne_zero.2 (by omega)
  have hc : (N : ℂ) * (1 / (N : ℂ)) = 1 := mul_one_div_cancel hN0
  -- along the mesh the harmonic is a geometric progression
  have hr : ∀ r : ℕ, phase m (((r : ℝ) + s) / N)
      = phase m (s / N) * phase m (1 / (N : ℝ)) ^ r := by
    intro r
    unfold phase
    rw [← Complex.exp_nat_mul, ← Complex.exp_add]
    congr 1
    push_cast
    ring
  simp only [meshAverage, hr, ← Finset.mul_sum]
  split_ifs with h
  · rw [(phase_step_eq_one_iff hN m).2 h]
    simp only [one_pow, Finset.sum_const, Finset.card_range, nsmul_eq_mul, mul_one]
    field_simp
  · have hω : phase m (1 / (N : ℝ)) ^ N = 1 := by
      unfold phase
      rw [← Complex.exp_nat_mul, Complex.exp_eq_one_iff]
      refine ⟨m, ?_⟩
      push_cast
      linear_combination (2 * Real.pi * Complex.I * m) * hc
    have hg := mul_neg_geom_sum (phase m (1 / (N : ℝ))) N
    rw [hω, sub_self] at hg
    have h0 := (mul_eq_zero.1 hg).resolve_left
      (sub_ne_zero.2 (fun e => h ((phase_step_eq_one_iff hN m).1 e.symm)))
    rw [h0, mul_zero, mul_zero]

/-- The zone integral of a finite Fourier sum, harmonic by harmonic. -/
theorem integral_trigPoly (S : Finset ℤ) (c : ℤ → ℂ) :
    ∫ k in (0 : ℝ)..1, trigPoly S c k = ∑ m ∈ S, c m * (if m = 0 then 1 else 0) := by
  simp only [trigPoly]
  rw [intervalIntegral.integral_finsetSum]
  · refine Finset.sum_congr rfl fun m _ => ?_
    rw [intervalIntegral.integral_const_mul, integral_phase]
  · intro m _
    apply Continuous.intervalIntegrable
    unfold phase
    fun_prop

/-- Aliasing formula: the quadrature error of a finite Fourier sum is the sum of its terms with `m ≠
0` and `m` divisible by `N`, taken at the first mesh point. -/
theorem quadrature_error {N : ℕ} (hN : 1 ≤ N) (s : ℝ) (S : Finset ℤ) (c : ℤ → ℂ) :
    meshAverage N s (trigPoly S c) - ∫ k in (0 : ℝ)..1, trigPoly S c k
      = ∑ m ∈ S with m ≠ 0 ∧ (N : ℤ) ∣ m, c m * phase m (s / N) := by
  have hlin : meshAverage N s (trigPoly S c)
      = ∑ m ∈ S, c m * meshAverage N s (phase m) := by
    simp only [meshAverage, trigPoly, Finset.mul_sum]
    rw [Finset.sum_comm]
    refine Finset.sum_congr rfl fun m _ => Finset.sum_congr rfl fun r _ => ?_
    ring
  rw [hlin, integral_trigPoly, ← Finset.sum_sub_distrib, Finset.sum_filter]
  refine Finset.sum_congr rfl fun m _ => ?_
  rw [meshAverage_phase hN]
  by_cases h0 : m = 0
  · simp [h0, phase]
  · by_cases hd : (N : ℤ) ∣ m <;> simp [h0, hd]

/-- Exactness of the shifted mesh: for a Fourier sum over `|m| < N` the average over `N`
equidistant points with any shift equals the zone integral, and this integral is `c 0`. -/
theorem shifted_mesh_exact {N : ℕ} (hN : 1 ≤ N) (s : ℝ) (c : ℤ → ℂ) :
    meshAverage N s (trigPoly (Ioo (-(N : ℤ)) N) c)
        = ∫ k in (0 : ℝ)..1, trigPoly (Ioo (-(N : ℤ)) N) c k ∧
      ∫ k in (0 : ℝ)..1, trigPoly (Ioo (-(N : ℤ)) N) c k = c 0 := by
  constructor
  · rw [← sub_eq_zero, quadrature_error hN]
    apply Finset.sum_eq_zero
    intro m hm
    -- no nonzero multiple of N lies strictly between -N and N
    obtain ⟨hmem, h0, hd⟩ := Finset.mem_filter.1 hm
    obtain ⟨hl, hu⟩ := Finset.mem_Ioo.1 hmem
    exfalso
    rcases lt_or_gt_of_ne h0 with h | h
    · have := Int.le_of_dvd (by omega : 0 < -m) ((dvd_neg).2 hd)
      omega
    · have := Int.le_of_dvd h hd
      omega
  · rw [integral_trigPoly, Finset.sum_eq_single 0]
    · simp
    · intro m _ h0
      simp [h0]
    · intro h
      exact absurd (Finset.mem_Ioo.2 ⟨by omega, by omega⟩) h

/-- The mesh integrates a single harmonic exactly if and only if `m = 0` or `N` does not
divide `m`, whatever the shift. -/
theorem harmonic_exact_iff {N : ℕ} (hN : 1 ≤ N) (s : ℝ) (m : ℤ) :
    meshAverage N s (phase m) = ∫ k in (0 : ℝ)..1, phase m k ↔ m = 0 ∨ ¬ (N : ℤ) ∣ m := by
  rw [meshAverage_phase hN, integral_phase]
  by_cases h0 : m = 0
  · simp [h0, phase]
  · by_cases hd : (N : ℤ) ∣ m <;> simp [h0, hd, phase, Complex.exp_ne_zero]

/-- No quadrature rule with `N` nodes, however placed and with any complex weights, integrates
all harmonics with `|m| ≤ N` exactly. -/
theorem no_better_rule (N : ℕ) (x : Fin N → ℝ) (w : Fin N → ℂ) :
    ∃ m : ℤ, |m| ≤ N ∧ ∑ j, w j * phase m (x j) ≠ ∫ k in (0 : ℝ)..1, phase m k := by
  by_contra hcon
  push Not at hcon
  -- the monic polynomial of degree N that vanishes at all nodes on the unit circle
  obtain ⟨P, hcoeff, hdeg, hroot⟩ : ∃ P : Polynomial ℂ, P.coeff N = 1 ∧ P.natDegree = N ∧
      ∀ j, P.eval (phase 1 (x j)) = 0 := by
    have hm := Polynomial.monic_prod_of_monic Finset.univ
      (fun j : Fin N => Polynomial.X - Polynomial.C (phase 1 (x j)))
      (fun j _ => Polynomial.monic_X_sub_C _)
    have hd : (∏ j : Fin N, (Polynomial.X - Polynomial.C (phase 1 (x j)))).natDegree = N := by
      rw [Polynomial.natDegree_prod_of_monic _ _ (fun j _ => Polynomial.monic_X_sub_C _)]
      simp
    refine ⟨_, ?_, hd, fun j => ?_⟩
    · have h := hm.coeff_natDegree
      rwa [hd] at h
    · rw [Polynomial.eval_prod]
      exact Finset.prod_eq_zero (Finset.mem_univ j) (by simp)
  have hshift : ∀ (i : ℕ) (k : ℝ),
      phase ((i : ℤ) - N) k = phase 1 k ^ i * phase (-(N : ℤ)) k := by
    intro i k
    unfold phase
    rw [← Complex.exp_nat_mul, ← Complex.exp_add]
    congr 1
    push_cast
    ring
  -- the rule gives zero for this polynomial times the harmonic -N
  have hsum : ∑ j, ∑ i ∈ range (N + 1),
      P.coeff i * (w j * phase ((i : ℤ) - N) (x j)) = 0 := by
    refine Finset.sum_eq_zero fun j _ => ?_
    have h := hroot j
    rw [Polynomial.eval_eq_sum_range, hdeg] at h
    calc _ = (∑ i ∈ range (N + 1), P.coeff i * phase 1 (x j) ^ i)
          * (w j * phase (-(N : ℤ)) (x j)) := by
          rw [Finset.sum_mul]
          refine Finset.sum_congr rfl fun i _ => ?_
          rw [hshift]
          ring
      _ = 0 := by rw [h, zero_mul]
  -- exactness would give the leading coefficient, which is one
  have hone : ∀ i ∈ range (N + 1),
      ∑ j, P.coeff i * (w j * phase ((i : ℤ) - N) (x j)) = if i = N then (1 : ℂ) else 0 := by
    intro i hi
    have hi' := Finset.mem_range.1 hi
    rw [← Finset.mul_sum, hcon _ (abs_le.2 ⟨by omega, by omega⟩), integral_phase]
    by_cases h : i = N
    · rw [if_pos (by omega), if_pos h, h, hcoeff, mul_one]
    · rw [if_neg (by omega), if_neg h, mul_zero]
  rw [Finset.sum_comm, Finset.sum_congr rfl hone, Finset.sum_ite_eq', if_pos (by simp)] at hsum
  exact one_ne_zero hsum

end

end ShiftedMeshExactness
```

```lean
#print axioms ShiftedMeshExactness.shifted_mesh_exact
#print axioms ShiftedMeshExactness.harmonic_exact_iff
#print axioms ShiftedMeshExactness.no_better_rule
```

```
'ShiftedMeshExactness.shifted_mesh_exact' depends on axioms: [propext, Classical.choice, Quot.sound]
'ShiftedMeshExactness.harmonic_exact_iff' depends on axioms: [propext, Classical.choice, Quot.sound]
'ShiftedMeshExactness.no_better_rule' depends on axioms: [propext, Classical.choice, Quot.sound]
```

## What the theorems say about a band

`phase m k` is e_m(k), with k the reduced wave number, so the zone has length 1. `trigPoly S c` is the finite Fourier sum; only the values of `c` on `S` matter. The coefficients are complex with no reality condition, so g may be an off-diagonal matrix element as well as an energy. `meshAverage N s g` is the equal-weight mean over the shifted mesh. The choice s = 0 includes the zone centre, and s = (1−N)/2 gives the one-dimensional Monkhorst–Pack points.

`shifted_mesh_exact` is the main result. The set `Ioo (-(N : ℤ)) N` contains the integers strictly between −N and N, and the theorem states two equalities: mesh average equals integral, and integral equals `c 0`. `quadrature_error` gives the error formula for any finite `S`. `harmonic_exact_iff` says that a single harmonic is integrated exactly if and only if m = 0 or N does not divide m; in a sum, several wrongly integrated harmonics may still cancel. `no_better_rule` allows arbitrary real nodes, coinciding ones included.

For a non-interacting one-dimensional tight-binding model with one orbital per cell, orthonormal orbitals and hopping over fewer than N cells, the mesh thus gives the exact zone average of the band energy, which is the on-site term c_0. In this model the restriction to |m| < N expresses the finite hopping range. With several orbitals per cell, a single band energy can contain infinitely many harmonics although the hopping range is finite. A Fermi step in a partly filled band also produces infinitely many harmonics, and the theorem applies to neither case. Symmetry-reduced meshes are not treated either.

## How the Lean proof follows the derivation

`integral_phase` evaluates the exponential integral, using exp(2πi m) = 1. `phase_step_eq_one_iff` is the statement about ω: `Complex.exp_eq_one_iff` turns ω = 1 into 2πi m/N = 2πi n for some integer n, and cancelling 2πi leaves m = N n.

In `meshAverage_phase`, the step `hr` writes the harmonic as a geometric progression, `hω` proves ω^N = 1, and `mul_neg_geom_sum` supplies the product identity. `integral_trigPoly` exchanges the integral with the finite sum, which is allowed because each harmonic is continuous.

`quadrature_error` first proves linearity of the mesh average (`hlin`), then compares the two sides for each m, separating m = 0, nonzero multiples of N and the rest. `shifted_mesh_exact` shows that the error sum has no terms: `Int.le_of_dvd` bounds a positive multiple of N from below, and negative m are handled through −m. `harmonic_exact_iff` compares the mesh average of a harmonic with its integral and uses that an exponential is never zero.

`no_better_rule` argues by contradiction. It constructs P with its leading coefficient, degree and roots, and `hshift` rewrites e_{i−N} as a power of e_1 times e_{−N}. Then `hsum` computes the rule's value 0, while `hone` uses the assumed exactness to evaluate each coefficient's contribution. Exchanging the two sums gives 1 = 0.

## The same argument on a three-dimensional mesh

On an N₁ × N₂ × N₃ mesh in reduced coordinates, exp(2πi(m₁k₁ + m₂k₂ + m₃k₃)) factorises, and its average is the product of three one-dimensional averages. It vanishes unless each Nᵢ divides mᵢ, so Fourier sums with |mᵢ| < Nᵢ in all three directions are again integrated exactly for any shift; this extension rests on the factorisation just given, since the file stays in one dimension.
